# On a logarithmic radial mesh of fixed step, Simpson's relative error for a power of r is independent of the number of panels

Normalising a radial function in a muffin-tin sphere, or finding the charge in it, involves an integral over $r$, which is often evaluated on a mesh that is dense near the nucleus. Let the mesh be $r_i = r_0e^{ih}$ with $r_0,h>0$, and let the integrand be $r^p$ with $p\neq-1$. Composite Simpson in $x=\ln r$ then returns the exact integral from $r_0$ to the last mesh point, multiplied by

$$\rho(t)=\frac{t(\cosh t+2)}{3\sinh t},\qquad t=(p+1)h .$$

At fixed $h$ the factor is the same for one panel or a thousand, and $(\rho(t)-1)/t^4\to 1/180$ as $t\to0$. For $p>-1$, the piece between the nucleus and $r_0$ is $r_0^{p+1}/(p+1)$.

```lean
import Mathlib

open Finset Filter Topology

namespace LogMeshSimpson

noncomputable section
```

## Mesh, quadrature and factor

The mesh is uniform in $x$, with $x_i=\ln r_0+ih$. In Lean it is a function of the natural number $i$.

```lean
/-- The logarithmic radial mesh `r_i = r0 e^(ih)`. -/
def mesh (r0 h : ℝ) (i : ℕ) : ℝ := r0 * Real.exp (i * h)
```

Since $dr=r\,dx$, an integral of $g(r)\,dr$ becomes one of $g(r)\,r\,dx$, and the samples are $g(r_i)r_i$. A panel is a double step with nodes $2k$, $2k+1$, $2k+2$ and weights $h/3$, $4h/3$, $h/3$. The argument `n` counts panels, so $2n+1$ mesh points are used. The rule accepts any real function `g`; the theorems below apply it to powers.

```lean
/-- Composite Simpson rule in `x = ln r` with `n` double steps for the integral of `g(r) dr`;
the samples are `g(r_i) r_i` because `dr = r dx`. -/
def logSimpson (g : ℝ → ℝ) (r0 h : ℝ) (n : ℕ) : ℝ :=
  ∑ k ∈ range n, h / 3 * (g (mesh r0 h (2 * k)) * mesh r0 h (2 * k)
    + 4 * (g (mesh r0 h (2 * k + 1)) * mesh r0 h (2 * k + 1))
    + g (mesh r0 h (2 * k + 2)) * mesh r0 h (2 * k + 2))
```

The factor is defined for all real $t$, but Lean's division gives `rho 0 = 0`, whereas the limit at zero is 1. The theorems therefore keep $t\neq0$.

```lean
/-- The Simpson factor `ρ(t) = t (cosh t + 2) / (3 sinh t)`, meant for `t ≠ 0`. -/
def rho (t : ℝ) : ℝ := t * (Real.cosh t + 2) / (3 * Real.sinh t)
```

## Bounding the Simpson defect

Subtracting 1 from the factor gives

$$\rho(t)-1=\frac{D(t)}{3\sinh t},\qquad D(t)=t\cosh t+2t-3\sinh t .$$

The Taylor series of $D$ starts at $t^5/60$. Two-sided bounds follow from the signs of derivatives: if $f(0)=0$ and $f'\ge0$ for $x\ge0$, then $f$ is nondecreasing there and so $f\ge0$.

```lean
/-- A function that is differentiable on the whole real line, vanishes at the origin and has a
nonnegative derivative on the half-line `x ≥ 0` is nonnegative there. -/
theorem nonneg_of_deriv {f f' : ℝ → ℝ} (hf : ∀ x, HasDerivAt f (f' x) x) (h0 : f 0 = 0)
    (h' : ∀ x, 0 ≤ x → 0 ≤ f' x) (x : ℝ) (hx : 0 ≤ x) : 0 ≤ f x := by
  have hm : MonotoneOn f (Set.Ici 0) := by
    apply monotoneOn_of_deriv_nonneg (convex_Ici 0)
    · exact fun y _ => (hf y).continuousAt.continuousWithinAt
    · exact fun y _ => (hf y).differentiableAt.differentiableWithinAt
    · intro y hy
      rw [(hf y).deriv]
      exact h' y (interior_subset hy)
  have h := hm (Set.mem_Ici.2 le_rfl) (Set.mem_Ici.2 hx) hx
  rwa [h0] at h
```

The first use is $x\cosh x-\sinh x\ge x^3/3$. The difference of the two sides vanishes at zero and has derivative $x\sinh x-x^2=x(\sinh x-x)\ge0$.

```lean
/-- For `x ≥ 0`, `x cosh x - sinh x` is at least `x³/3`. -/
theorem cosh_sinh_cubic (x : ℝ) (hx : 0 ≤ x) :
    0 ≤ x * Real.cosh x - Real.sinh x - x ^ 3 / 3 := by
  refine nonneg_of_deriv (f := fun x => x * Real.cosh x - Real.sinh x - x ^ 3 / 3)
    (f' := fun x => x * Real.sinh x - x ^ 2) (fun x => ?_) (by simp) (fun x hx => ?_) x hx
  · exact ((((hasDerivAt_id' x).fun_mul (Real.hasDerivAt_cosh x)).fun_sub
      (Real.hasDerivAt_sinh x)).fun_sub ((hasDerivAt_pow 3 x).div_const 3)).congr_deriv
      (by simp only [Nat.cast_ofNat, Nat.reduceSub]; ring)
  · have h := mul_nonneg hx (sub_nonneg.2 (Real.self_le_sinh_iff.2 hx))
    change 0 ≤ x * Real.sinh x - x ^ 2
    linarith [show x * (Real.sinh x - x) = x * Real.sinh x - x ^ 2 by ring]
```

For the lower bound, set $F(x)=D(x)-x^5/60$. Then

$$F'=x\sinh x-2\cosh x+2-\frac{x^4}{12},\qquad F''=x\cosh x-\sinh x-\frac{x^3}{3}.$$

The previous inequality gives $F''\ge0$. Since $F'(0)=F(0)=0$, integrating twice gives $F\ge0$. The nested calls of `nonneg_of_deriv` are these two integrations, and the `HasDerivAt` terms verify the derivatives.

```lean
/-- For `x ≥ 0`, the Simpson defect `x cosh x + 2x - 3 sinh x` is at least `x⁵/60`. -/
theorem defect_lower (x : ℝ) (hx : 0 ≤ x) :
    0 ≤ x * Real.cosh x + 2 * x - 3 * Real.sinh x - x ^ 5 / 60 := by
  refine nonneg_of_deriv
    (f := fun x => x * Real.cosh x + 2 * x - 3 * Real.sinh x - x ^ 5 / 60)
    (f' := fun x => x * Real.sinh x - 2 * Real.cosh x + 2 - x ^ 4 / 12)
    (fun x => ?_) (by simp) (nonneg_of_deriv
      (f' := fun x => x * Real.cosh x - Real.sinh x - x ^ 3 / 3)
      (fun x => ?_) (by simp) cosh_sinh_cubic) x hx
  · exact (((((hasDerivAt_id' x).fun_mul (Real.hasDerivAt_cosh x)).fun_add
      ((hasDerivAt_id' x).const_mul 2)).fun_sub ((Real.hasDerivAt_sinh x).const_mul 3)).fun_sub
      ((hasDerivAt_pow 5 x).div_const 60)).congr_deriv
      (by simp only [Nat.cast_ofNat, Nat.reduceSub]; ring)
  · exact (((((hasDerivAt_id' x).fun_mul (Real.hasDerivAt_sinh x)).fun_sub
      ((Real.hasDerivAt_cosh x).const_mul 2)).fun_add (hasDerivAt_const x (2 : ℝ))).fun_sub
      ((hasDerivAt_pow 4 x).div_const 12)).congr_deriv
      (by simp only [Nat.cast_ofNat, Nat.reduceSub]; ring)
```

For the upper bound, set $G(x)=x^4\sinh x/60-D(x)$. Its derivatives are

$$G'=\frac{4x^3\sinh x+x^4\cosh x}{60}-(x\sinh x-2\cosh x+2),$$

$$G''=\frac{12x^2\sinh x+8x^3\cosh x+x^4\sinh x}{60}-(x\cosh x-\sinh x),$$

$$G'''=\frac{36x(x\cosh x-\sinh x)+12x^3\sinh x+x^4\cosh x}{60}.$$

Every term of $G'''$ is nonnegative for $x\ge0$, and $G$, $G'$ and $G''$ vanish at zero. Three integrations give $G\ge0$.

```lean
/-- For `x ≥ 0`, the Simpson defect `x cosh x + 2x - 3 sinh x` is at most `x⁴ sinh x / 60`. -/
theorem defect_upper (x : ℝ) (hx : 0 ≤ x) :
    0 ≤ x ^ 4 * Real.sinh x / 60 - (x * Real.cosh x + 2 * x - 3 * Real.sinh x) := by
  refine nonneg_of_deriv
    (f := fun x => x ^ 4 * Real.sinh x / 60 - (x * Real.cosh x + 2 * x - 3 * Real.sinh x))
    (f' := fun x => (4 * (x ^ 3 * Real.sinh x) + x ^ 4 * Real.cosh x) / 60
      - (x * Real.sinh x - 2 * Real.cosh x + 2))
    (fun x => ?_) (by simp) (nonneg_of_deriv
      (f' := fun x => (12 * (x ^ 2 * Real.sinh x) + 8 * (x ^ 3 * Real.cosh x)
        + x ^ 4 * Real.sinh x) / 60 - (x * Real.cosh x - Real.sinh x))
      (fun x => ?_) (by simp) (nonneg_of_deriv
        (f' := fun x => (36 * (x * (x * Real.cosh x - Real.sinh x))
          + 12 * (x ^ 3 * Real.sinh x) + x ^ 4 * Real.cosh x) / 60)
        (fun x => ?_) (by simp) (fun x hx => ?_))) x hx
  · exact ((((hasDerivAt_pow 4 x).fun_mul (Real.hasDerivAt_sinh x)).div_const 60).fun_sub
      ((((hasDerivAt_id' x).fun_mul (Real.hasDerivAt_cosh x)).fun_add
      ((hasDerivAt_id' x).const_mul 2)).fun_sub
      ((Real.hasDerivAt_sinh x).const_mul 3))).congr_deriv
      (by simp only [Nat.cast_ofNat, Nat.reduceSub]; ring)
  · exact ((((((hasDerivAt_pow 3 x).fun_mul (Real.hasDerivAt_sinh x)).const_mul 4).fun_add
      ((hasDerivAt_pow 4 x).fun_mul (Real.hasDerivAt_cosh x))).div_const 60).fun_sub
      ((((hasDerivAt_id' x).fun_mul (Real.hasDerivAt_sinh x)).fun_sub
      ((Real.hasDerivAt_cosh x).const_mul 2)).fun_add (hasDerivAt_const x (2 : ℝ)))).congr_deriv
      (by simp only [Nat.cast_ofNat, Nat.reduceSub]; ring)
  · exact (((((((hasDerivAt_pow 2 x).fun_mul (Real.hasDerivAt_sinh x)).const_mul 12).fun_add
      (((hasDerivAt_pow 3 x).fun_mul (Real.hasDerivAt_cosh x)).const_mul 8)).fun_add
      ((hasDerivAt_pow 4 x).fun_mul (Real.hasDerivAt_sinh x))).div_const 60).fun_sub
      (((hasDerivAt_id' x).fun_mul (Real.hasDerivAt_cosh x)).fun_sub
      (Real.hasDerivAt_sinh x))).congr_deriv
      (by simp only [Nat.cast_ofNat, Nat.reduceSub]; ring)
  · have hs := Real.sinh_nonneg_iff.2 hx
    have hc := Real.cosh_pos x
    have h3 : 0 ≤ x ^ 3 := by positivity
    have h : 0 ≤ x * Real.cosh x - Real.sinh x := by linarith [cosh_sinh_cubic x hx]
    positivity
```

## Fourth order, with coefficient 1/180

For $t>0$, dividing $t^5/60\le D(t)\le t^4\sinh t/60$ by $3\sinh t$ yields

$$\frac{t^5}{180\sinh t}\le\rho(t)-1\le\frac{t^4}{180}.$$

All three expressions are even in $t$, so the bounds also hold for $t<0$, which is the case $p<-1$. The Lean proof treats positive $t$ first and then substitutes $-t$.

```lean
/-- For `t ≠ 0` the relative Simpson error `ρ(t) - 1` lies between `t⁵/(180 sinh t)`
and `t⁴/180`. -/
theorem rho_bounds {t : ℝ} (ht : t ≠ 0) :
    t ^ 5 / (180 * Real.sinh t) ≤ rho t - 1 ∧ rho t - 1 ≤ t ^ 4 / 180 := by
  have pos : ∀ t : ℝ, 0 < t →
      t ^ 5 / (180 * Real.sinh t) ≤ rho t - 1 ∧ rho t - 1 ≤ t ^ 4 / 180 := by
    intro t ht
    have hs := Real.sinh_pos_iff.2 ht
    have e : rho t - 1 = (t * (Real.cosh t + 2) - 3 * Real.sinh t) / (3 * Real.sinh t) := by
      rw [rho, sub_div, div_self (by positivity)]
    rw [e]
    constructor
    · rw [div_le_div_iff₀ (by positivity) (by positivity)]
      nlinarith [mul_nonneg hs.le (defect_lower t ht.le)]
    · rw [div_le_iff₀ (by positivity)]
      nlinarith [defect_upper t ht.le]
  rcases lt_or_gt_of_ne ht with hn | hp
  · -- both bounds and the factor are even in `t`
    have h := pos (-t) (neg_pos.2 hn)
    have e1 : rho (-t) = rho t := by
      rw [rho, rho, Real.cosh_neg, Real.sinh_neg, neg_mul, mul_neg, neg_div_neg_eq]
    rwa [e1, Real.sinh_neg, show (-t) ^ 5 = -t ^ 5 by ring, mul_neg, neg_div_neg_eq,
      show (-t) ^ 4 = t ^ 4 by ring] at h
  · exact pos t hp
```

Dividing by $t^4$ gives

$$\frac{1}{180}\,\frac{t}{\sinh t}\le\frac{\rho(t)-1}{t^4}\le\frac1{180}.$$

The slope of $\sinh$ at zero is 1, so $t/\sinh t\to1$ and the middle term is squeezed to $1/180$. The filter `𝓝[≠] 0` means that $t$ approaches zero from both sides without reaching it.

```lean
/-- The relative Simpson error is of fourth order: `(ρ(t) - 1)/t⁴` tends to `1/180`
as `t` tends to zero. -/
theorem rho_limit : Tendsto (fun t => (rho t - 1) / t ^ 4) (𝓝[≠] 0) (𝓝 (1 / 180)) := by
  have h1 : Tendsto (fun t : ℝ => t⁻¹ * Real.sinh t) (𝓝[≠] 0) (𝓝 1) := by
    simpa using (Real.hasDerivAt_sinh 0).tendsto_slope_zero
  have h2 : Tendsto (fun t : ℝ => (t⁻¹ * Real.sinh t)⁻¹ / 180) (𝓝[≠] 0) (𝓝 (1 / 180)) := by
    simpa using (h1.inv₀ one_ne_zero).div_const 180
  refine tendsto_of_tendsto_of_tendsto_of_le_of_le' h2 tendsto_const_nhds ?_ ?_
  · filter_upwards [self_mem_nhdsWithin] with t ht
    have ht' : t ≠ 0 := ht
    have hs : Real.sinh t ≠ 0 := mt Real.sinh_eq_zero.1 ht'
    rw [le_div_iff₀ (by positivity)]
    calc (t⁻¹ * Real.sinh t)⁻¹ / 180 * t ^ 4 = t ^ 5 / (180 * Real.sinh t) := by field_simp
      _ ≤ rho t - 1 := (rho_bounds ht').1
  · filter_upwards [self_mem_nhdsWithin] with t ht
    have ht' : t ≠ 0 := ht
    rw [div_le_iff₀ (by positivity)]
    linarith [(rho_bounds ht').2]
```

## The same ratio in every panel

Write $q=p+1$, $t=qh$ and $E=e^t$. The samples are geometric in the index: $r_i^p\,r_i=r_0^qE^i$. Panel $k$ therefore has

$$\text{Simpson: }\ \frac h3\,r_0^qE^{2k}(1+4E+E^2),\qquad \text{exact: }\ \frac{r_0^qE^{2k}(E^2-1)}{q}.$$

With $1+4E+E^2=2E(\cosh t+2)$ and $E^2-1=2E\sinh t$, their ratio is

$$\frac t3\,\frac{1+4E+E^2}{E^2-1}=\frac{t(\cosh t+2)}{3\sinh t}=\rho(t),$$

which does not contain $k$. Summing over the panels, the exact parts telescope:

$$q\,S_n=\rho(t)\,r_0^q\,(E^{2n}-1)=q\,\rho(t)\int_{r_0}^{r_{2n}}r^p\,dr,$$

where $S_n$ is the Simpson sum.

In the proof, `hw` is the geometric form of the samples, `key` is the panel ratio with denominators cleared, and `hS` is the sum, obtained by induction on the number of panels. The exponent `p` is any real number other than $-1$, so the noninteger powers of relativistic solutions at a point nucleus are included. The theorem also states that the integral is positive, which would fail for $n=0$.

```lean
/-- For `r0, h > 0`, `p ≠ -1` and any number `n > 0` of double steps, the integral of `r^p` over
the mesh is positive and Simpson's rule in `ln r` returns it times `ρ((p+1)h)`. -/
theorem logSimpson_rpow {r0 h p : ℝ} (hr : 0 < r0) (hh : 0 < h) (hp : p ≠ -1)
    {n : ℕ} (hn : 0 < n) :
    0 < ∫ r in r0..mesh r0 h (2 * n), r ^ p ∧
    logSimpson (fun r => r ^ p) r0 h n
      = rho ((p + 1) * h) * ∫ r in r0..mesh r0 h (2 * n), r ^ p := by
  have hq : p + 1 ≠ 0 := fun e => hp (by linarith)
  have hlt : r0 < mesh r0 h (2 * n) := by
    have h1 : 1 < Real.exp (((2 * n : ℕ) : ℝ) * h) := Real.one_lt_exp_iff.2 (by positivity)
    unfold mesh
    nlinarith [mul_pos hr (sub_pos.2 h1)]
  have h0 : (0 : ℝ) ∉ Set.uIcc r0 (mesh r0 h (2 * n)) := by
    intro hm
    rw [Set.uIcc_of_le hlt.le] at hm
    linarith [hm.1]
  -- powers of the mesh radii form a geometric sequence
  have hm : ∀ i, mesh r0 h i ^ (p + 1) = r0 ^ (p + 1) * Real.exp ((p + 1) * h) ^ i := by
    intro i
    rw [mesh, Real.mul_rpow hr.le (Real.exp_pos _).le, ← Real.exp_mul, ← Real.exp_nat_mul]
    congr 2
    ring
  have hw : ∀ i, mesh r0 h i ^ p * mesh r0 h i
      = r0 ^ (p + 1) * Real.exp ((p + 1) * h) ^ i := by
    intro i
    have hpos : 0 < mesh r0 h i := mul_pos hr (Real.exp_pos _)
    rw [← hm i, Real.rpow_add_one hpos.ne']
  -- the ratio for a single panel
  have key : (p + 1) * h / 3 * (1 + 4 * Real.exp ((p + 1) * h) + Real.exp ((p + 1) * h) ^ 2)
      = rho ((p + 1) * h) * (Real.exp ((p + 1) * h) ^ 2 - 1) := by
    have ht : (p + 1) * h ≠ 0 := mul_ne_zero hq hh.ne'
    generalize (p + 1) * h = t at ht ⊢
    have hs : Real.sinh t ≠ 0 := mt Real.sinh_eq_zero.1 ht
    have e1 : Real.exp t ^ 2 - 1 = 2 * Real.exp t * Real.sinh t := by
      rw [← Real.cosh_add_sinh]
      linear_combination Real.cosh_sq t
    have e2 : 1 + 4 * Real.exp t + Real.exp t ^ 2 = 2 * Real.exp t * (Real.cosh t + 2) := by
      rw [← Real.cosh_add_sinh]
      linear_combination -Real.cosh_sq t
    rw [e1, e2, rho]
    field_simp
  -- every panel has the same ratio, so the sum has it too
  have hS : ∀ m, (p + 1) * logSimpson (fun r => r ^ p) r0 h m = rho ((p + 1) * h)
      * (r0 ^ (p + 1) * Real.exp ((p + 1) * h) ^ (2 * m) - r0 ^ (p + 1)) := by
    intro m
    simp only [logSimpson, hw]
    induction m with
    | zero => simp
    | succ m ih =>
      rw [sum_range_succ]
      linear_combination ih + r0 ^ (p + 1) * Real.exp ((p + 1) * h) ^ (2 * m) * key
  constructor
  · exact intervalIntegral.intervalIntegral_pos_of_pos_on
      (intervalIntegral.intervalIntegrable_rpow (Or.inr h0))
      (fun x hx => Real.rpow_pos_of_pos (hr.trans hx.1) p) hlt
  · rw [integral_rpow (Or.inr ⟨hp, h0⟩), hm, ← mul_div_assoc, eq_div_iff hq]
    linear_combination hS n
```

## From the nucleus to the first mesh point

A logarithmic mesh never reaches $r=0$. For $p>-1$ the antiderivative $r^{p+1}/(p+1)$ vanishes at the origin, so

$$\int_0^{r_0}r^p\,dr=\frac{r_0^{p+1}}{p+1}.$$

The condition on $p$ says that the integrand is integrable at the nucleus, even if it diverges there.

```lean
/-- For `p > -1` the piece of the integral of `r^p` between the nucleus and the first mesh
point is `r0^(p+1)/(p+1)`. -/
theorem inner_piece {p : ℝ} (r0 : ℝ) (hp : -1 < p) :
    ∫ r in (0 : ℝ)..r0, r ^ p = r0 ^ (p + 1) / (p + 1) := by
  have hq : 0 < p + 1 := by linarith
  rw [integral_rpow (Or.inl hp), Real.zero_rpow hq.ne', sub_zero]
```

## The error for the whole sphere

Let the sphere radius be the last mesh point, $R=r_{2n}$. The integral over the sphere is the inner piece plus the mesh part, and the inner piece is exact. Hence

$$\frac{r_0^{p+1}}{p+1}+S_n-\int_0^Rr^p\,dr=(\rho(t)-1)\int_{r_0}^Rr^p\,dr .$$

The lower bound on $\rho-1$ makes this positive, and the upper bound limits it to $t^4/180$ times the mesh part. In Lean, `hadd` splits the integral at $r_0$ and `e` is the displayed identity.

```lean
/-- For `r0, h > 0`, `p > -1` and `n > 0`, the inner piece plus the Simpson sum exceeds the
integral of `r^p` over the whole sphere, by at most `((p+1)h)⁴/180` times the mesh part. -/
theorem sphere_error {r0 h p : ℝ} (hr : 0 < r0) (hh : 0 < h) (hp : -1 < p)
    {n : ℕ} (hn : 0 < n) :
    0 < r0 ^ (p + 1) / (p + 1) + logSimpson (fun r => r ^ p) r0 h n
        - ∫ r in (0 : ℝ)..mesh r0 h (2 * n), r ^ p ∧
    r0 ^ (p + 1) / (p + 1) + logSimpson (fun r => r ^ p) r0 h n
        - ∫ r in (0 : ℝ)..mesh r0 h (2 * n), r ^ p
      ≤ ((p + 1) * h) ^ 4 / 180 * ∫ r in r0..mesh r0 h (2 * n), r ^ p := by
  obtain ⟨hI, hS⟩ := logSimpson_rpow hr hh hp.ne' hn
  have ht : 0 < (p + 1) * h := mul_pos (by linarith) hh
  have hs := Real.sinh_pos_iff.2 ht
  obtain ⟨hl, hu⟩ := rho_bounds ht.ne'
  have hpos : 0 < rho ((p + 1) * h) - 1 := lt_of_lt_of_le (by positivity) hl
  have hadd := intervalIntegral.integral_add_adjacent_intervals
    (intervalIntegral.intervalIntegrable_rpow' (a := 0) (b := r0) hp)
    (intervalIntegral.intervalIntegrable_rpow' (a := r0) (b := mesh r0 h (2 * n)) hp)
  -- the inner piece is exact, so only the mesh part contributes an error
  have e : r0 ^ (p + 1) / (p + 1) + logSimpson (fun r => r ^ p) r0 h n
      - ∫ r in (0 : ℝ)..mesh r0 h (2 * n), r ^ p
      = (rho ((p + 1) * h) - 1) * ∫ r in r0..mesh r0 h (2 * n), r ^ p := by
    rw [← hadd, inner_piece r0 hp, hS]
    ring
  rw [e]
  exact ⟨mul_pos hpos hI, mul_le_mul_of_nonneg_right hu hI.le⟩

end

end LogMeshSimpson
```

```lean
#print axioms LogMeshSimpson.rho_limit
-- 'LogMeshSimpson.rho_limit' depends on axioms: [propext, Classical.choice, Quot.sound]
#print axioms LogMeshSimpson.logSimpson_rpow
-- 'LogMeshSimpson.logSimpson_rpow' depends on axioms: [propext, Classical.choice, Quot.sound]
#print axioms LogMeshSimpson.sphere_error
-- 'LogMeshSimpson.sphere_error' depends on axioms: [propext, Classical.choice, Quot.sound]
```

## In an LAPW calculation

In the nonrelativistic case, the squared norm of a radial function in the sphere is $\int_0^R u_l^2\,dr$, where $u_l$ is $r$ times the radial wave function and behaves as $r^{l+1}$ near the nucleus. The leading power of the integrand is thus $p=2l+2$. A program that uses the rule above sums $u_l(r_i)^2r_i$ with Simpson weights and can add $r_0u_l(r_0)^2/(2l+3)$ for the region inside $r_0$. For $l=2$ and $h=0.02$ one has $t=0.14$, and the mesh part of a pure $r^6$ integrand comes out too large by a relative amount of about $2.1\times10^{-6}$.

The simplification made here is the replacement of $u_l^2$ by a single power. The true integrand has further powers of $r$ and, farther out, the shape set by the potential. Simpson's rule is linear, so in a finite sum of powers each term carries its own factor $\rho$, and the inner piece built from the leading power alone is then an approximation.
